# The overlap Tr(ρσ) of two positive semidefinite matrices has nonnegative real part, which vanishes exactly when ρσ = 0

For positive semidefinite complex matrices ρ and σ over a finite index set, the lemma states that the real part of Tr(ρσ) is nonnegative, and that it is zero if and only if ρσ = 0. In physical terms, these matrices are finite-dimensional density matrices without the requirement of unit trace; when both traces are nonzero, the overlap of the normalised states is Tr(ρσ)/(Tr ρ Tr σ). The attempt writes ρ = A†A and σ = B†B, and uses cyclicity of the trace to turn Tr(ρσ) into the sum of the squared moduli of the entries of AB†. If that sum is zero, every entry of AB† must be zero, and so ρσ = A†(AB†)B = 0.

As first written in Lean, the proof fails:

```lean
import Mathlib

open Matrix
open scoped ComplexOrder

namespace HilbertSchmidtDiameter

noncomputable section

variable {n : Type*} [Fintype n]

/-- The trace of `M M†` is the sum of the squared moduli of the entries of `M`. -/
theorem trace_mul_conjTranspose_eq (M : Matrix n n ℂ) :
    (M * Mᴴ).trace = ((∑ i, ∑ j, ‖M i j‖ ^ 2 : ℝ) : ℂ) := by
  simp only [Matrix.trace, Matrix.diag_apply, Matrix.mul_apply,
    Matrix.conjTranspose_apply, Complex.ofReal_sum]
  refine Finset.sum_congr rfl fun i _ => Finset.sum_congr rfl fun j _ => ?_
  rw [Complex.star_def, Complex.mul_conj, Complex.normSq_eq_norm_sq]

variable [DecidableEq n]

/-- Every positive semidefinite matrix can be written as `A† A`. -/
theorem exists_factor {ρ : Matrix n n ℂ} (h : ρ.PosSemidef) :
    ∃ A : Matrix n n ℂ, ρ = Aᴴ * A := by
  let U : Matrix n n ℂ := h.isHermitian.eigenvectorUnitary
  let D : Matrix n n ℂ :=
    Matrix.diagonal fun i => ((Real.sqrt (h.isHermitian.eigenvalues i) : ℝ) : ℂ)
  -- `D` is the square root of the diagonal matrix of eigenvalues
  have hD : Dᴴ * D = Matrix.diagonal (RCLike.ofReal ∘ h.isHermitian.eigenvalues) := by
    simp only [D, Matrix.diagonal_conjTranspose, Matrix.diagonal_mul_diagonal]
    congr 1
    funext i
    simp only [Pi.star_apply, Complex.star_def, Complex.conj_ofReal, Function.comp_apply]
    rw [← Complex.ofReal_mul, Real.mul_self_sqrt (h.eigenvalues_nonneg i)]
    rfl
  have hs : ρ = U * Matrix.diagonal (RCLike.ofReal ∘ h.isHermitian.eigenvalues) * Uᴴ := by
    have h0 := h.isHermitian.spectral_theorem
    rw [Unitary.conjStarAlgAut_apply] at h0
    exact h0
  refine ⟨D * Uᴴ, hs.trans ?_⟩
  rw [← hD, Matrix.conjTranspose_mul, Matrix.conjTranspose_conjTranspose]
  simp only [Matrix.mul_assoc]

/-- The real part of the overlap `Tr(ρσ)` of two positive semidefinite matrices is nonnegative, and
it vanishes exactly when `ρσ = 0`. -/
theorem overlap_nonneg_and_eq_zero_iff {ρ σ : Matrix n n ℂ}
    (hρ : ρ.PosSemidef) (hσ : σ.PosSemidef) :
    0 ≤ (ρ * σ).trace.re ∧ ((ρ * σ).trace.re = 0 ↔ ρ * σ = 0) := by
  obtain ⟨A, hA⟩ := exists_factor hρ
  obtain ⟨B, hB⟩ := exists_factor hσ
  -- cyclicity turns the overlap into a sum of squared moduli
  have key : (ρ * σ).trace = ((∑ i, ∑ j, ‖(A * Bᴴ) i j‖ ^ 2 : ℝ) : ℂ) := by
    rw [← trace_mul_conjTranspose_eq, Matrix.conjTranspose_mul,
      Matrix.conjTranspose_conjTranspose, hA, hB]
    calc (Aᴴ * A * (Bᴴ * B)).trace = (Aᴴ * (A * Bᴴ * B)).trace := by
          simp only [Matrix.mul_assoc]
      _ = (A * Bᴴ * B * Aᴴ).trace := Matrix.trace_mul_comm _ _
      _ = (A * Bᴴ * (B * Aᴴ)).trace := by simp only [Matrix.mul_assoc]
  have hre : (ρ * σ).trace.re = ∑ i, ∑ j, ‖(A * Bᴴ) i j‖ ^ 2 := by
    rw [key, Complex.ofReal_re]
  refine ⟨by rw [hre]; positivity, fun h => ?_, fun h => by rw [h]; simp⟩
  rw [hre] at h
  have hM : A * Bᴴ = 0 := by
    ext i j
    have hi := (Finset.sum_eq_zero_iff_of_nonneg
      (fun i _ => Finset.sum_nonneg fun j _ => sq_nonneg ‖(A * Bᴴ) i j‖)).mp h
      i (Finset.mem_univ i)
    have hj := (Finset.sum_eq_zero_iff_of_nonneg
      (fun j _ => sq_nonneg ‖(A * Bᴴ) i j‖)).mp hi j (Finset.mem_univ j)
    exact norm_eq_zero.mp (pow_eq_zero_iff (two_ne_zero)).mp hj
  calc ρ * σ = Aᴴ * (A * Bᴴ) * B := by rw [hA, hB]; simp only [Matrix.mul_assoc]
    _ = 0 := by rw [hM, Matrix.mul_zero, Matrix.zero_mul]

end

end HilbertSchmidtDiameter
```

The error:

```
Main.lean:70:26: error: Application type mismatch: The argument
  (pow_eq_zero_iff two_ne_zero).mp
has type
  ?m.455 ^ 2 = 0 → ?m.455 = 0
but is expected to have type
  ‖?m.450‖ = 0
in the application
  norm_eq_zero.mp (pow_eq_zero_iff two_ne_zero).mp
```

The error lies in how the last step for a single entry is grouped. At that point `hj` says that the squared norm of the entry is zero. The proof should first remove the square with `pow_eq_zero_iff`, then pass from zero norm to zero entry with `norm_eq_zero`.

Lean applies a function to its arguments one at a time, from the left. As written, `norm_eq_zero.mp` therefore receives `(pow_eq_zero_iff (two_ne_zero)).mp` alone as its first argument, with `hj` left over as a second. That first argument is an implication, from `?m.455 ^ 2 = 0` to `?m.455 = 0`, whereas a proof of `‖?m.450‖ = 0` is expected; this is the mismatch reported.

The new outer parentheses apply the implication to `hj` first. The result is a proof that the norm is zero, which is what `norm_eq_zero.mp` needs. Dropping the parentheses around `two_ne_zero` is mere tidying.

The repair, with which the file compiles:

```diff
@@ -68,5 +68,5 @@
     have hj := (Finset.sum_eq_zero_iff_of_nonneg
       (fun j _ => sq_nonneg ‖(A * Bᴴ) i j‖)).mp hi j (Finset.mem_univ j)
-    exact norm_eq_zero.mp (pow_eq_zero_iff (two_ne_zero)).mp hj
+    exact norm_eq_zero.mp ((pow_eq_zero_iff two_ne_zero).mp hj)
   calc ρ * σ = Aᴴ * (A * Bᴴ) * B := by rw [hA, hB]; simp only [Matrix.mul_assoc]
     _ = 0 := by rw [hM, Matrix.mul_zero, Matrix.zero_mul]
```
